# The Horsch–von der Linden bound on the second-lowest energy level

## A vanishing order parameter in a finite cluster

The ground state of a finite antiferromagnetic cluster can have zero staggered magnetisation even when its spins are correlated across the whole cluster. The mean of the order parameter then does not reveal the order, and by itself gives no hint of another state close in energy.

The fluctuation of the order parameter carries the missing information. Let $H$ be the Hamiltonian, $O$ a Hermitian operator such as the staggered magnetisation, and $p$ a normalised ground state with energy $E_0$. Write $\langle A\rangle=\langle p,Ap\rangle$. If $\langle O\rangle=0$ and $Op\neq0$, then $Op$ is orthogonal to $p$ and can serve as a trial excited state. Its energy above $E_0$ follows from two ground-state expectation values. In exact diagonalisation of a finite cluster, this gives an upper bound on the gap between the two lowest levels, counted with multiplicity, without computing an excited state.

## The bound for a finite-dimensional Hamiltonian

Let the state space have dimension $n+2$ with $n\ge0$, and let $\lambda_0\le\lambda_1\le\dots\le\lambda_{n+1}$ be the eigenvalues of $H$, repeated by multiplicity. If $\langle O\rangle=0$ and $Op\neq0$, then

$$\frac{\langle Op,HOp\rangle}{\|Op\|^2}-E_0=\frac{\langle[O,[H,O]]\rangle}{2\langle O^2\rangle},\qquad \lambda_1-E_0\le\frac{\langle[O,[H,O]]\rangle}{2\langle O^2\rangle}.$$

If the ground level is degenerate, $\lambda_1=E_0$ and the left side of the inequality is zero.

In Lean, operators are elements of `End ℂ E`, and `LinearMap.IsSymmetric` says that they are Hermitian. The structure `IsGroundState` asks for a unit eigenvector whose energy bounds every expectation value from below. `expect` takes the real part of $\langle p,Ap\rangle$, which loses nothing here because $O^2$ and $[O,[H,O]]$ are Hermitian. `rayleigh` divides by the squared norm, so $Op$ need not be normalised. The hypothesis `hn` fixes the dimension as `n + 2`, and `levels hH hn 1` is $\lambda_1$, since counting starts at zero.

Finite spin and fermion clusters fit this setting. Finitely many bosonic modes fit it after truncation, or when the total boson number is fixed.

## The energy of the trial state

Expanding the double commutator gives

$$[O,[H,O]]=2OHO-O^2H-HO^2.$$

Since $Hp=E_0p$ and $H$ is Hermitian, each of the last two terms contributes $-E_0\langle O^2\rangle$. Since $O$ is Hermitian, $\langle OHO\rangle=\langle Op,HOp\rangle$ and $\langle O^2\rangle=\|Op\|^2$. Hence

$$\langle[O,[H,O]]\rangle=2\left(\langle Op,HOp\rangle-E_0\|Op\|^2\right).$$

Dividing by $2\|Op\|^2>0$ gives the equality.

## Why orthogonality reaches the second level

Let $b_0,\dots,b_{n+1}$ be an orthonormal eigenbasis with $Hb_i=\lambda_ib_i$, and let $v$ be orthogonal to $p$. Then

$$\langle v,Hv\rangle=\sum_i\lambda_i|\langle b_i,v\rangle|^2,\qquad \|v\|^2=\sum_i|\langle b_i,v\rangle|^2.$$

We want $\langle v,Hv\rangle\ge\lambda_1\|v\|^2$. Every term with $\lambda_i\ge\lambda_1$ obeys this separately, so only $i=0$ can cause trouble, and only if $\lambda_0<\lambda_1$.

In that case $E_0\le\lambda_0<\lambda_j$ for all $j\ge1$. Eigenvectors with different eigenvalues are orthogonal, so $\langle p,b_j\rangle=0$, and $p$ is a nonzero multiple of $b_0$. Therefore $\langle b_0,v\rangle=0$, and the troublesome term vanishes. Taking $v=Op$ proves the bound.

## Nonzero mean and scaling with size

For a general Hermitian $O$ with mean $m=\langle O\rangle$, use $O'=O-m$. Then $\langle O'\rangle=m-m=0$, the constant drops out of both commutators, and $\langle O'^2\rangle=\langle O^2\rangle-2m^2+m^2=\langle O^2\rangle-m^2$. The variance thus replaces $\langle O^2\rangle$, provided that $p$ is not an eigenvector of $O$.

Now let $O$ itself have zero mean again, and suppose that $\langle[O,[H,O]]\rangle\le CN$ and $\langle O^2\rangle\ge cN^2$, where $N$ is the number of sites and $c>0$. The double commutator is nonnegative in the ground state, so

$$\lambda_1-E_0\le\frac{CN}{2cN^2}=\frac{C}{2cN}.$$

The first condition stands for short-range interactions and an $O$ that is a sum of bounded one-site terms. The second stands for long-range order: the expectation value of $(O/N)^2$ is at least $c$. Both are assumed here and not derived from a lattice model, and the theorem treats one system at a time. Applied to each member of a family of growing systems that share the same $C$ and $c$, it shows that the gap closes at least as fast as $1/N$.

The argument uses no continuous symmetry and yields one low level, not a branch of Goldstone modes with a dispersion relation.

## A sum rule from the same expansion

Putting $v=Op$ into the two eigenbasis sums and using the double-commutator identity gives

$$\tfrac12\langle[O,[H,O]]\rangle=\sum_i(\lambda_i-E_0)\,|\langle b_i,Op\rangle|^2.$$

This is the energy-weighted sum rule for $O$, a consequence drawn here by hand and not stated as a theorem in the file. Dividing by $\langle O^2\rangle$ shows that the bound is the mean excitation energy, weighted by the strength with which $O$ connects $p$ to each eigenstate.

## The Lean file

```lean
import Mathlib

open Module

namespace HorschVonDerLinden

noncomputable section

variable {E : Type*} [NormedAddCommGroup E] [InnerProductSpace ℂ E]

/-- The commutator `[A, B] = AB - BA`. -/
def comm (A B : End ℂ E) : End ℂ E := A * B - B * A

/-- The expectation value of `A` in the state `p` (real part of `⟨p, A p⟩`). -/
def expect (A : End ℂ E) (p : E) : ℝ := (inner ℂ p (A p)).re

/-- The Rayleigh quotient: the energy of the normalised state along `v`. -/
def rayleigh (H : End ℂ E) (v : E) : ℝ := expect H v / ‖v‖ ^ 2

/-- `p` is a normalised ground state of `H` with energy `E0`. -/
structure IsGroundState (H : End ℂ E) (E0 : ℝ) (p : E) : Prop where
  unit : ‖p‖ = 1
  eigen : H p = (E0 : ℂ) • p
  lowest : ∀ v, E0 * ‖v‖ ^ 2 ≤ expect H v

/-- The eigenvalues of a Hermitian `H` in increasing order, repeated by multiplicity. -/
def levels [FiniteDimensional ℂ E] {H : End ℂ E} (hH : LinearMap.IsSymmetric H) {n : ℕ}
    (hn : finrank ℂ E = n) (i : Fin n) : ℝ :=
  hH.eigenvalues hn (Tuple.sort (hH.eigenvalues hn) i)

/-- The fluctuation operator `O - ⟨O⟩` in the state `p`. -/
def fluct (O : End ℂ E) (p : E) : End ℂ E := O - (expect O p : ℂ) • (1 : End ℂ E)

/-- For Hermitian `O`, the expectation value of `O²` is the squared norm of `O p`. -/
theorem expect_sq {O : End ℂ E} (hO : LinearMap.IsSymmetric O) (p : E) :
    expect (O * O) p = ‖O p‖ ^ 2 := by
  unfold expect
  rw [Module.End.mul_apply, ← hO p (O p)]
  exact inner_self_eq_norm_sq (𝕜 := ℂ) (O p)

/-- In an eigenstate of `H`, the double commutator measures the energy of `O p`
relative to the eigenvalue. -/
theorem expect_double_comm {H O : End ℂ E} (hH : LinearMap.IsSymmetric H)
    (hO : LinearMap.IsSymmetric O) {E0 : ℝ} {p : E} (hp : H p = (E0 : ℂ) • p) :
    expect (comm O (comm H O)) p = 2 * (expect H (O p) - E0 * ‖O p‖ ^ 2) := by
  have h1 : inner ℂ p (O (H (O p))) = inner ℂ (O p) (H (O p)) := (hO _ _).symm
  have h2 : inner ℂ p (O (O (H p))) = (E0 : ℂ) * inner ℂ p (O (O p)) := by
    rw [hp, map_smul, map_smul, inner_smul_right]
  have h3 : inner ℂ p (H (O (O p))) = (E0 : ℂ) * inner ℂ p (O (O p)) := by
    rw [← hH p (O (O p)), hp, inner_smul_left, Complex.conj_ofReal]
  have h4 : inner ℂ p (comm O (comm H O) p) = ((2 : ℝ) : ℂ) * inner ℂ (O p) (H (O p))
      - ((2 * E0 : ℝ) : ℂ) * inner ℂ p (O (O p)) := by
    simp only [comm, LinearMap.sub_apply, Module.End.mul_apply, map_sub, inner_sub_right,
      h1, h2, h3]
    push_cast
    ring
  have h5 : (inner ℂ p (O (O p))).re = ‖O p‖ ^ 2 := expect_sq hO p
  unfold expect
  rw [h4, Complex.sub_re, Complex.re_ofReal_mul, Complex.re_ofReal_mul, h5]
  ring

/-- An operator that is diagonal in an orthonormal basis has as expectation value the
sum of its eigenvalues weighted by the squared amplitudes. -/
theorem expect_eq_sum {n : ℕ} (b : OrthonormalBasis (Fin n) ℂ E) {T : End ℂ E}
    (hT : LinearMap.IsSymmetric T) (t : Fin n → ℝ) (hb : ∀ i, T (b i) = (t i : ℂ) • b i)
    (v : E) : expect T v = ∑ i, t i * ‖inner ℂ (b i) v‖ ^ 2 := by
  unfold expect
  rw [← b.sum_inner_mul_inner v (T v), Complex.re_sum]
  refine Finset.sum_congr rfl fun i _ => ?_
  rw [← hT (b i) v, hb i, inner_smul_left, Complex.conj_ofReal, ← inner_conj_symm v (b i),
    mul_left_comm, Complex.re_ofReal_mul, mul_comm (starRingEnd ℂ _), Complex.mul_conj,
    Complex.ofReal_re, Complex.normSq_eq_norm_sq]

/-- Every state orthogonal to a ground state has at least the energy of the second-lowest
level, counted with multiplicity. -/
theorem second_level_le [FiniteDimensional ℂ E] {H : End ℂ E} (hH : LinearMap.IsSymmetric H)
    {n : ℕ} (hn : finrank ℂ E = n + 2) {E0 : ℝ} {p v : E} (g : IsGroundState H E0 p)
    (hv : inner ℂ p v = 0) : levels hH hn 1 * ‖v‖ ^ 2 ≤ expect H v := by
  have mono : Monotone (levels hH hn) := Tuple.monotone_sort (hH.eigenvalues hn)
  -- an eigenbasis ordered by energy
  obtain ⟨b, hb⟩ : ∃ b : OrthonormalBasis (Fin (n + 2)) ℂ E,
      ∀ i, H (b i) = (levels hH hn i : ℂ) • b i :=
    ⟨(hH.eigenvectorBasis hn).reindex (Tuple.sort (hH.eigenvalues hn)).symm, fun i => by
      rw [OrthonormalBasis.reindex_apply, Equiv.symm_symm]
      exact hH.apply_eigenvectorBasis hn _⟩
  have one_le : ∀ i : Fin (n + 2), i ≠ 0 → 1 ≤ i := fun i hi => by
    have h : (i : ℕ) ≠ 0 := fun h' => hi (Fin.ext h')
    rw [Fin.le_def, Fin.val_one]
    omega
  have hnorm : ‖v‖ ^ 2 = ∑ i, ‖inner ℂ (b i) v‖ ^ 2 := by
    have h := expect_eq_sum b (T := 1) (fun _ _ => rfl) (fun _ => 1) (fun i => by simp) v
    simp only [one_mul] at h
    rw [← h]
    exact (inner_self_eq_norm_sq (𝕜 := ℂ) v).symm
  rw [expect_eq_sum b hH _ hb v, hnorm, Finset.mul_sum]
  refine Finset.sum_le_sum fun i _ => ?_
  by_cases hi : levels hH hn 1 ≤ levels hH hn i
  · exact mul_le_mul_of_nonneg_right hi (sq_nonneg _)
  -- otherwise the lowest level is simple and `p` is parallel to `b 0`
  have hi0 : i = 0 := by
    by_contra h
    exact hi (mono (one_le i h))
  subst hi0
  have hb0 : ‖b 0‖ = 1 := b.orthonormal.1 0
  have hE : E0 ≤ levels hH hn 0 := by
    have h := g.lowest (b 0)
    simpa [expect, hb, inner_smul_right, inner_self_eq_norm_sq_to_K, hb0] using h
  have hz : ∀ j, j ≠ 0 → inner ℂ p (b j) = 0 := fun j hj => by
    have h := hH p (b j)
    rw [g.eigen, hb, inner_smul_left, inner_smul_right, Complex.conj_ofReal] at h
    have hlt : E0 < levels hH hn j :=
      lt_of_le_of_lt hE (lt_of_lt_of_le (not_le.mp hi) (mono (one_le j hj)))
    have hne : (E0 : ℂ) ≠ (levels hH hn j : ℂ) := by exact_mod_cast hlt.ne
    exact (mul_eq_mul_right_iff.mp h).resolve_left hne
  have hs : ∀ w, inner ℂ p w = inner ℂ p (b 0) * inner ℂ (b 0) w := fun w => by
    rw [← b.sum_inner_mul_inner p w]
    exact Finset.sum_eq_single 0 (fun j _ hj => by rw [hz j hj, zero_mul]) (by simp)
  have hp0 : inner ℂ p (b 0) ≠ 0 := fun h0 => by
    have h := hs p
    rw [h0, zero_mul, inner_self_eq_zero] at h
    have hu := g.unit
    simp [h] at hu
  have hc : inner ℂ (b 0) v = 0 := (mul_eq_zero.mp ((hs v).symm.trans hv)).resolve_left hp0
  simp [hc]

/-- **Horsch-von der Linden theorem.** If `O` has zero mean in the ground state `p` and `O p ≠ 0`,
the excitation energy of `O p` is `⟨[O,[H,O]]⟩ / (2⟨O²⟩)`, and the second-lowest level, counted with
multiplicity, lies at most this far above the ground-state energy. -/
theorem horsch_von_der_linden [FiniteDimensional ℂ E] {H O : End ℂ E}
    (hH : LinearMap.IsSymmetric H) (hO : LinearMap.IsSymmetric O) {n : ℕ}
    (hn : finrank ℂ E = n + 2) {E0 : ℝ} {p : E} (g : IsGroundState H E0 p)
    (h0 : inner ℂ p (O p) = 0) (hne : O p ≠ 0) :
    rayleigh H (O p) - E0 = expect (comm O (comm H O)) p / (2 * expect (O * O) p) ∧
    levels hH hn 1 - E0 ≤ expect (comm O (comm H O)) p / (2 * expect (O * O) p) := by
  have hpos : 0 < ‖O p‖ ^ 2 := pow_pos (norm_pos_iff.mpr hne) 2
  have hid : rayleigh H (O p) - E0
      = expect (comm O (comm H O)) p / (2 * expect (O * O) p) := by
    rw [expect_double_comm hH hO g.eigen, expect_sq hO, rayleigh,
      mul_div_mul_left _ _ two_ne_zero, sub_div, mul_div_assoc, div_self hpos.ne', mul_one]
  refine ⟨hid, ?_⟩
  have h : levels hH hn 1 ≤ rayleigh H (O p) :=
    (le_div_iff₀ hpos).mpr (second_level_le hH hn g h0)
  linarith

/-- For any Hermitian `O` of which the ground state `p` is not an eigenstate, `(O - ⟨O⟩) p` is
orthogonal to `p`, and the gap bound holds with the variance of `O` in place of `⟨O²⟩`. -/
theorem gap_le_variance [FiniteDimensional ℂ E] {H O : End ℂ E}
    (hH : LinearMap.IsSymmetric H) (hO : LinearMap.IsSymmetric O) {n : ℕ}
    (hn : finrank ℂ E = n + 2) {E0 : ℝ} {p : E} (g : IsGroundState H E0 p)
    (hne : fluct O p p ≠ 0) :
    inner ℂ p (fluct O p p) = 0 ∧ levels hH hn 1 - E0 ≤
      expect (comm O (comm H O)) p / (2 * (expect (O * O) p - expect O p ^ 2)) := by
  have hf : ∀ x, fluct O p x = O x - (expect O p : ℂ) • x := fun _ => rfl
  have hpp : inner ℂ p p = (1 : ℂ) := by
    rw [inner_self_eq_norm_sq_to_K, g.unit]
    simp
  have hreal : (expect O p : ℂ) = inner ℂ p (O p) :=
    Complex.conj_eq_iff_re.mp (by rw [inner_conj_symm]; exact hO p p)
  have horth : inner ℂ p (fluct O p p) = 0 := by
    rw [hf, inner_sub_right, inner_smul_right, hpp, hreal, mul_one, sub_self]
  have hsym : LinearMap.IsSymmetric (fluct O p) := fun x y => by
    rw [hf, hf, inner_sub_left, inner_sub_right, inner_smul_left, inner_smul_right,
      Complex.conj_ofReal, hO x y]
  -- a constant shift of `O` drops out of the double commutator
  have hcomm : comm (fluct O p) (comm H (fluct O p)) = comm O (comm H O) := by
    simp only [comm, fluct, mul_sub, sub_mul, smul_mul_assoc, mul_smul_comm, one_mul,
      mul_one, smul_sub]
    abel
  have hvar : expect (fluct O p * fluct O p) p = expect (O * O) p - expect O p ^ 2 := by
    have key : (inner ℂ p ((fluct O p * fluct O p) p)).re
        = (inner ℂ p (O (O p))).re - expect O p ^ 2 := by
      have hm : (inner ℂ p (O p)).re = expect O p := rfl
      rw [Module.End.mul_apply, hf, hf, map_sub, map_smul]
      simp only [inner_sub_right, inner_smul_right, Complex.sub_re, Complex.re_ofReal_mul,
        hpp, hm, Complex.one_re]
      ring
    exact key
  have h := (horsch_von_der_linden hH hsym hn g horth hne).2
  rw [hcomm, hvar] at h
  exact ⟨horth, h⟩

/-- If `O` has zero mean in the ground state, the expectation value of the double commutator is at
most `C N` and `⟨O²⟩` is at least `c N²`, with `N` and `c` positive, then the second-lowest level,
counted with multiplicity, lies at most `C / (2 c N)` above the ground-state energy. -/
theorem gap_le_inv_size [FiniteDimensional ℂ E] {H O : End ℂ E}
    (hH : LinearMap.IsSymmetric H) (hO : LinearMap.IsSymmetric O) {n : ℕ}
    (hn : finrank ℂ E = n + 2) {E0 : ℝ} {p : E} (g : IsGroundState H E0 p)
    (h0 : inner ℂ p (O p) = 0) {N C c : ℝ} (hN : 0 < N) (hc : 0 < c)
    (hC : expect (comm O (comm H O)) p ≤ C * N) (hO2 : c * N ^ 2 ≤ expect (O * O) p) :
    levels hH hn 1 - E0 ≤ C / (2 * c * N) := by
  have hpos : 0 < c * N ^ 2 := by positivity
  have hne : O p ≠ 0 := fun h => by
    rw [expect_sq hO, h, norm_zero] at hO2
    linarith
  have hnum : 0 ≤ expect (comm O (comm H O)) p := by
    rw [expect_double_comm hH hO g.eigen]
    linarith [g.lowest (O p)]
  calc levels hH hn 1 - E0
      ≤ expect (comm O (comm H O)) p / (2 * expect (O * O) p) :=
        (horsch_von_der_linden hH hO hn g h0 hne).2
    _ ≤ (C * N) / (2 * (c * N ^ 2)) :=
        div_le_div₀ (hnum.trans hC) hC (by linarith) (by linarith)
    _ = C / (2 * c * N) := by field_simp

/-- A single spin in a field: the Hamiltonian `diag(-1, 1)`. -/
def spinField : End ℂ (EuclideanSpace ℂ (Fin 2)) where
  toFun v := !₂[-v 0, v 1]
  map_add' x y := by ext i; fin_cases i <;> simp [add_comm]
  map_smul' c x := by ext i; fin_cases i <;> simp

/-- The spin flip, exchanging the two components. -/
def spinFlip : End ℂ (EuclideanSpace ℂ (Fin 2)) where
  toFun v := !₂[v 1, v 0]
  map_add' x y := by ext i; fin_cases i <;> simp
  map_smul' c x := by ext i; fin_cases i <;> simp

/-- The spin in a field, with the spin flip as `O` and the state `(1, 0)` as `p`, meets all
hypotheses of the Horsch-von der Linden theorem. -/
theorem horsch_von_der_linden_witness :
    LinearMap.IsSymmetric spinField ∧ LinearMap.IsSymmetric spinFlip ∧
    finrank ℂ (EuclideanSpace ℂ (Fin 2)) = 0 + 2 ∧
    IsGroundState spinField (-1) !₂[(1 : ℂ), 0] ∧
    inner ℂ !₂[(1 : ℂ), 0] (spinFlip !₂[(1 : ℂ), 0]) = 0 ∧
    spinFlip !₂[(1 : ℂ), 0] ≠ 0 := by
  refine ⟨fun x y => ?_, fun x y => ?_, by simp, ⟨?_, ?_, fun v => ?_⟩, ?_, fun h => ?_⟩
  · simp [spinField, PiLp.inner_apply, Fin.sum_univ_two]
  · simp [spinFlip, PiLp.inner_apply, Fin.sum_univ_two]
    ring
  · simp [EuclideanSpace.norm_eq, Fin.sum_univ_two]
  · ext i
    fin_cases i <;> simp [spinField]
  · rw [EuclideanSpace.norm_sq_eq]
    simp [expect, spinField, PiLp.inner_apply, Fin.sum_univ_two, Complex.sq_norm,
      Complex.normSq_apply]
    nlinarith [sq_nonneg (v 1).re, sq_nonneg (v 1).im]
  · simp [spinFlip, PiLp.inner_apply, Fin.sum_univ_two]
  · have h1 := congrArg (fun v : EuclideanSpace ℂ (Fin 2) => v 1) h
    simp [spinFlip] at h1

end

end HorschVonDerLinden
```

```lean
#print axioms HorschVonDerLinden.horsch_von_der_linden
-- 'HorschVonDerLinden.horsch_von_der_linden' depends on axioms: [propext, Classical.choice, Quot.sound]
#print axioms HorschVonDerLinden.gap_le_variance
-- 'HorschVonDerLinden.gap_le_variance' depends on axioms: [propext, Classical.choice, Quot.sound]
#print axioms HorschVonDerLinden.gap_le_inv_size
-- 'HorschVonDerLinden.gap_le_inv_size' depends on axioms: [propext, Classical.choice, Quot.sound]
```

## How the proof follows the derivation

`expect_sq` moves one factor of $O$ across the inner product. `expect_double_comm` treats the double commutator term by term: `h1` handles $OHO$, `h2` and `h3` extract $E_0$ from $O^2H$ and $HO^2$, and `h4` collects the result.

`expect_eq_sum` is the eigenbasis expansion. Applied to the identity operator, it also supplies the sum for $\|v\|^2$.

`second_level_le` contains the orthogonality argument. It reindexes Mathlib's eigenvector basis so that the energies increase, then compares the two sums term by term. The case split `hi` asks whether $\lambda_1\le\lambda_i$. If not, `hi0` forces $i=0$, `hz` shows that $p$ is orthogonal to the other basis vectors, and `hc` removes the component of $v$ along $b_0$.

In `horsch_von_der_linden`, the equality `hid` is the division by $\|Op\|^2$, and `second_level_le` supplies the inequality. Orthogonality enters as the hypothesis `h0`, which only the inequality needs. In `gap_le_variance` it is a conclusion, proved as `horth`; `hcomm` and `hvar` verify the effect of subtracting the mean. `gap_le_inv_size` derives $Op\ne0$ from the lower bound on $\langle O^2\rangle$ and then compares the fractions.

`horsch_von_der_linden_witness` verifies the hypotheses for a single spin with $H=\mathrm{diag}(-1,1)$, $p=(1,0)$ and the spin flip as $O$. Here $Op=(0,1)$ is the excited state itself, so the bound equals the exact gap, 2.
